# Finitely many exponential orbitals with a common decay constant and distinct centres on a line are linearly independent

The functions exp(−a|xᵢ − u|), with a > 0, have the shape of the bound state of a single attractive delta well in one dimension, centred at xᵢ; they are unnormalised here, and a factor √a would give each unit norm. `coeff_eq_zero` states that if a finite real combination of them, with one common a and distinct centres, vanishes at every point u, then every coefficient is zero. The proof supposes that some coefficient cᵢ is non-zero and solves for the i-th exponential in terms of the others, which are all differentiable at xᵢ. The i-th exponential would then be differentiable there too, and taking its logarithm would make |xᵢ − u| differentiable at its kink, which is false.

In Lean, a first try:

```lean
import Mathlib

open MeasureTheory Set Matrix

namespace MaternThreeHalves

noncomputable section

/-- The exponential kernel `exp(-a|s - t|)` on the line. -/
def expKernel (a s t : ℝ) : ℝ := Real.exp (-a * |s - t|)

variable {ι : Type*} [Fintype ι]

/-- For `a > 0`, exponentials centred at distinct points are linearly independent: a superposition
that vanishes everywhere has zero coefficients. -/
theorem coeff_eq_zero {a : ℝ} (ha : 0 < a) {x : ι → ℝ} (hx : Function.Injective x)
    {c : ι → ℝ} (h : ∀ u, ∑ i, c i * expKernel a (x i) u = 0) : c = 0 := by
  classical
  funext i
  by_contra hi
  have hci : c i ≠ 0 := hi
  -- all the other exponentials are smooth at the centre `x i`
  have hg : DifferentiableAt ℝ
      (fun u => ∑ j ∈ Finset.univ.erase i, c j * expKernel a (x j) u) (x i) := by
    refine DifferentiableAt.fun_sum fun j hj => ?_
    have hne : x j - x i ≠ 0 := sub_ne_zero.mpr fun e => Finset.ne_of_mem_erase hj (hx e)
    have hs : DifferentiableAt ℝ (fun u => x j - u) (x i) := by fun_prop
    have hb : DifferentiableAt ℝ (fun u => |x j - u|) (x i) :=
      DifferentiableAt.comp (x i) (differentiableAt_abs hne) hs
    exact ((hb.const_mul (-a)).exp).const_mul (c j)
  have hE : DifferentiableAt ℝ (fun u => expKernel a (x i) u) (x i) := by
    have e : (fun u => expKernel a (x i) u) = fun u =>
        -(c i)⁻¹ * ∑ j ∈ Finset.univ.erase i, c j * expKernel a (x j) u := by
      funext u
      have hu := h u
      rw [← Finset.add_sum_erase _ _ (Finset.mem_univ i)] at hu
      rw [eq_neg_of_add_eq_zero_right hu, neg_mul_neg, inv_mul_cancel_left₀ hci]
    rw [e]
    exact hg.const_mul _
  -- the logarithm turns this into smoothness of the absolute value at its kink
  have hA : DifferentiableAt ℝ (fun u => |x i - u|) (x i) := by
    have e : (fun u => |x i - u|) = fun u => -a⁻¹ * Real.log (expKernel a (x i) u) := by
      funext u
      rw [expKernel, Real.log_exp, neg_mul, neg_mul_neg, inv_mul_cancel_left₀ ha.ne']
    rw [e]
    exact (hE.log (Real.exp_ne_zero _)).const_mul _
  have hA' : DifferentiableAt ℝ (fun u => |x i - u|) (x i - 0) := by
    rw [sub_zero]
    exact hA
  have hs : DifferentiableAt ℝ (fun v : ℝ => x i - v) 0 := by fun_prop
  have h0 : DifferentiableAt ℝ (fun v : ℝ => |x i - (x i - v)|) 0 :=
    DifferentiableAt.comp (0 : ℝ) hA' hs
  have e : (fun v : ℝ => |x i - (x i - v)|) = (abs : ℝ → ℝ) := by
    funext v
    rw [sub_sub_cancel]
  rw [e] at h0
  exact not_differentiableAt_abs_zero h0

end

end MaternThreeHalves
```

Compiling this gives:

```
Main.lean:44:44: error: Tactic `rewrite` failed: Did not find an occurrence of the pattern
  -?a * -?b
in the target expression
  |x i - u| = -(a⁻¹ * (-a * |x i - u|))

ι : Type u_1
inst✝ : Fintype ι
a : ℝ
ha : 0 < a
x : ι → ℝ
hx : Function.Injective x
c : ι → ℝ
h : ∀ (u : ℝ), ∑ i, c i * expKernel a (x i) u = 0
i : ι
hi : ¬c i = 0 i
hci : c i ≠ 0
hg : DifferentiableAt ℝ (fun u => ∑ j ∈ Finset.univ.erase i, c j * expKernel a (x j) u) (x i)
hE : DifferentiableAt ℝ (fun u => expKernel a (x i) u) (x i)
u : ℝ
⊢ |x i - u| = -(a⁻¹ * (-a * |x i - u|))
```

Diagnosis. The error comes in the step that recovers |xᵢ − u| from the logarithm. After `Real.log_exp` the right-hand side is `-a⁻¹ * (-a * |x i - u|)`. For the next rewrites to work, `neg_mul` would have to pull the minus sign out of the inner product, but it matches the outer product first and gives `-(a⁻¹ * (-a * |x i - u|))`, the form shown in the message. `neg_mul_neg` needs a product of two negated factors, `-?a * -?b`, and none is left, so the rewrite fails.

The repair replaces `neg_mul` with `← mul_assoc`, which regroups the product so that `-a⁻¹` and `-a` stand side by side. `neg_mul_neg` then removes both signs, leaving `a⁻¹ * a * |x i - u|`. In this grouping `a⁻¹ * a` is a factor by itself, so `inv_mul_cancel₀` takes the place of `inv_mul_cancel_left₀`, which expects `a⁻¹ * (a * _)`. It turns the factor into 1, and `one_mul` removes that.

The change, after which it compiles:

```diff
@@ -42,5 +42,5 @@
     have e : (fun u => |x i - u|) = fun u => -a⁻¹ * Real.log (expKernel a (x i) u) := by
       funext u
-      rw [expKernel, Real.log_exp, neg_mul, neg_mul_neg, inv_mul_cancel_left₀ ha.ne']
+      rw [expKernel, Real.log_exp, ← mul_assoc, neg_mul_neg, inv_mul_cancel₀ ha.ne', one_mul]
     rw [e]
     exact (hE.log (Real.exp_ne_zero _)).const_mul _
```
